# The Wilson loop of Kramers pairs has real trace and nonnegative determinant

Q: I carry a Kramers pair around a closed loop of parameters, multiply the overlap matrices between neighbouring points, and find a trace with an imaginary part. Without a theorem I can't tell a geometric phase from a mistake. You say that Lean settles this, but I see a bare function and a list of vectors. Where is the physics?

A: In two properties of the function. Let T be time reversal, with ⟨Tx,Ty⟩ = ⟨y,x⟩ and T² = -1, as for an odd number of electrons. The overlap matrix M(x,y) between the pairs (x,Tx) and (y,Ty) has the rows

(⟨x,y⟩, ⟨x,Ty⟩) and (⟨Tx,y⟩, ⟨Tx,Ty⟩).

Write a = ⟨x,y⟩ and b = ⟨x,Ty⟩, with a bar for complex conjugation. The lower right entry is ⟨Tx,Ty⟩ = ⟨y,x⟩ = ā. For the lower left one, apply the first property to x and Ty:

⟨Tx,T(Ty)⟩ = ⟨Ty,x⟩ = b̄.

The left side is -⟨Tx,y⟩, so ⟨Tx,y⟩ = -b̄. The rows are therefore (a, b) and (-b̄, ā), which is how a quaternion looks as a complex matrix.

Q: That is one link. What about the loop?

A: Multiply by a second matrix of this form, with rows (c, d) and (-d̄, c̄). The product has the rows

(ac - bd̄, ad + bc̄) and (-b̄c - ād̄, -b̄d + āc̄).

The second row is again minus the conjugate of the upper right entry, followed by the conjugate of the upper left one. The form survives every multiplication, so the whole loop W has it. If the first row of W is now called (a, b), then

tr W = a + ā = 2 Re a,
det W = aā + bb̄ = |a|² + |b|².

The trace is real, and the determinant is real and nonnegative.

Q: Now show me that the code speaks of the same objects. Which space do the states live in?

A: In any complex inner product space `E`, of finite or infinite dimension. Mathlib's inner product is conjugate-linear in the first argument, like a bra-ket.

```lean
import Mathlib

open Matrix
open scoped InnerProductSpace ComplexConjugate

namespace KramersWilsonLoop

noncomputable section

variable {E : Type*} [NormedAddCommGroup E] [InnerProductSpace ℂ E]
```

The two properties of T form a structure, and every theorem about the loop assumes them.

```lean
/-- A time reversal of Kramers type: it preserves inner products up to exchange of the
two arguments, and it squares to minus one. -/
structure IsKramersReversal (T : E → E) : Prop where
  inner_map : ∀ x y, ⟪T x, T y⟫_ℂ = ⟪y, x⟫_ℂ
  sq : ∀ x, T (T x) = -x
```

Q: Antilinearity is missing. Your T could be any strange map.

A: It couldn't, because antilinearity follows from the two properties, as the first theorem below shows. The definitions come first. `overlap` is M(x,y), with rows and columns numbered 0 and 1.

```lean
/-- The overlap matrix between the pairs `(x, T x)` and `(y, T y)`. -/
def overlap (T : E → E) (x y : E) : Matrix (Fin 2) (Fin 2) ℂ :=
  !![⟪x, y⟫_ℂ, ⟪x, T y⟫_ℂ; ⟪T x, y⟫_ℂ, ⟪T x, T y⟫_ℂ]
```

For a list x_0, …, x_{n-1} with n ≥ 1, the loop is

W = M(x_0,x_1) M(x_1,x_2) ⋯ M(x_{n-1},x_0).

The code pairs the list with its rotation by one place, which supplies the closing link. An empty list gives the identity matrix.

```lean
/-- The Wilson loop of a cyclic list of vectors: the ordered product of the overlap matrices
between each vector and its successor, the last vector being followed by the first. -/
def wilsonLoop (T : E → E) (l : List E) : Matrix (Fin 2) (Fin 2) ℂ :=
  (List.zipWith (overlap T) l (l.rotate 1)).prod
```

Two more definitions name the weight |a|² + |b|² of a link and the quaternionic form itself.

```lean
/-- The weight of a link: the squared overlaps of `x` with `y` and with `T y`, added. -/
def linkWeight (T : E → E) (x y : E) : ℝ :=
  ‖⟪x, y⟫_ℂ‖ ^ 2 + ‖⟪x, T y⟫_ℂ‖ ^ 2

/-- The quaternionic form of a complex 2 by 2 matrix: the second row is `(-conj b, conj a)`
when the first row is `(a, b)`. -/
def IsQuaternionic (A : Matrix (Fin 2) (Fin 2) ℂ) : Prop :=
  A 1 1 = conj (A 0 0) ∧ A 1 0 = -conj (A 0 1)
```

Q: Then prove that T is antilinear.

A: Test T(ax + y), with a any complex number, against an arbitrary vector w. Since T² = -1, we can write w = T(T(-w)), and the exchange rule gives

⟨w,T(ax + y)⟩ = ⟨ax + y,T(-w)⟩ = ā⟨x,T(-w)⟩ + ⟨y,T(-w)⟩ = ā⟨w,Tx⟩ + ⟨w,Ty⟩.

As w was arbitrary, T(ax + y) = āTx + Ty. In Lean, `ext_inner_left` introduces w, `hw` rewrites it, and `hT.inner_map` is the exchange rule.

```lean
/-- A time reversal of Kramers type is antilinear. -/
theorem IsKramersReversal.antilinear {T : E → E} (hT : IsKramersReversal T)
    (a : ℂ) (x y : E) : T (a • x + y) = conj a • T x + T y := by
  refine ext_inner_left ℂ fun w => ?_
  -- every vector is a time-reversed one, so it suffices to test against those
  have hw : T (T (-w)) = w := by rw [hT.sq, neg_neg]
  rw [← hw, inner_add_right, inner_smul_right, hT.inner_map, hT.inner_map, hT.inner_map,
    inner_add_left, inner_smul_left]
```

The loop theorems don't call on this result. It is there to answer your objection.

Q: And the quaternionic form of a link?

A: The proof has one part for each of the two entries worked out above. In the second part, `h` is the exchange rule for x and Ty, and `hT.sq` brings in the minus sign.

```lean
/-- The overlap matrix between two Kramers pairs has quaternionic form. -/
theorem overlap_isQuaternionic {T : E → E} (hT : IsKramersReversal T) (x y : E) :
    IsQuaternionic (overlap T x y) := by
  constructor
  · change ⟪T x, T y⟫_ℂ = conj ⟪x, y⟫_ℂ
    rw [hT.inner_map, inner_conj_symm]
  · change ⟪T x, y⟫_ℂ = -conj ⟪x, T y⟫_ℂ
    -- the minus sign comes from the square of time reversal
    have h := hT.inner_map x (T y)
    rw [hT.sq, inner_neg_right] at h
    rw [inner_conj_symm, ← h, neg_neg]
```

The same relation yields a neighbouring result. Put y = x: then ⟨Tx,x⟩ = -b̄ with b = ⟨x,Tx⟩, so ⟨Tx,x⟩ = -⟨Tx,x⟩ and therefore ⟨Tx,x⟩ = 0. This is the orthogonality behind Kramers degeneracy.

Q: Next you need the multiplication rule.

A: Yes, together with the identity matrix as a starting point. In the product lemma, `simp only` writes out the entries and replaces both second rows by their conjugate expressions, and `ring` compares the results.

```lean
/-- The identity matrix has quaternionic form. -/
theorem isQuaternionic_one : IsQuaternionic 1 := by
  constructor <;> simp

/-- The product of two matrices of quaternionic form has quaternionic form. -/
theorem IsQuaternionic.mul {A B : Matrix (Fin 2) (Fin 2) ℂ}
    (hA : IsQuaternionic A) (hB : IsQuaternionic B) : IsQuaternionic (A * B) := by
  constructor <;>
  · simp only [Matrix.mul_apply, Fin.sum_univ_two, hA.1, hA.2, hB.1, hB.2,
      map_add, map_mul, map_neg, Complex.conj_conj]
    ring
```

The determinant formula uses |z|² = z z̄, which the code calls `key`.

```lean
/-- The determinant of a matrix of quaternionic form is the sum of the squared moduli of
its first row. -/
theorem IsQuaternionic.det_eq {A : Matrix (Fin 2) (Fin 2) ℂ} (hA : IsQuaternionic A) :
    A.det = ((‖A 0 0‖ ^ 2 + ‖A 0 1‖ ^ 2 : ℝ) : ℂ) := by
  have key : ∀ z : ℂ, ((‖z‖ ^ 2 : ℝ) : ℂ) = z * conj z := fun z => by
    rw [Complex.mul_conj, Complex.normSq_eq_norm_sq]
  rw [Complex.ofReal_add, key (A 0 0), key (A 0 1), Matrix.det_fin_two, hA.1, hA.2]
  ring
```

Q: Induction along a closed loop worries me. Remove one vector and the loop is a different one.

A: That is why the induction runs over two independent lists, one of starting points and one of end points. Each step splits off the first link and applies the multiplication rule. Only at the end is the second list set equal to the rotated first one.

```lean
/-- The Wilson loop of any cyclic list of vectors has quaternionic form. -/
theorem wilsonLoop_isQuaternionic {T : E → E} (hT : IsKramersReversal T) (l : List E) :
    IsQuaternionic (wilsonLoop T l) := by
  -- induction needs the two lists of end points to vary independently
  have gen : ∀ l l' : List E, IsQuaternionic (List.zipWith (overlap T) l l').prod := by
    intro l
    induction l with
    | nil => intro l'; simpa using isQuaternionic_one
    | cons x l ih =>
      intro l'
      cases l' with
      | nil => simpa using isQuaternionic_one
      | cons y l' =>
        rw [List.zipWith_cons_cons, List.prod_cons]
        exact (overlap_isQuaternionic hT x y).mul (ih l')
  exact gen l (l.rotate 1)
```

The main theorem then reads off the trace and the determinant. Its three parts say that the imaginary part of the trace is zero, that the imaginary part of the determinant is zero, and that the real part of the determinant is at least zero.

```lean
/-- The Kramers Wilson loop of any cyclic list of vectors has real trace and real,
nonnegative determinant. -/
theorem wilsonLoop_trace_real_det_nonneg {T : E → E} (hT : IsKramersReversal T)
    (l : List E) :
    (wilsonLoop T l).trace.im = 0 ∧ (wilsonLoop T l).det.im = 0 ∧
      0 ≤ (wilsonLoop T l).det.re := by
  have h := wilsonLoop_isQuaternionic hT l
  refine ⟨?_, ?_, ?_⟩
  · rw [Matrix.trace_fin_two, h.1, Complex.add_im, Complex.conj_im, add_neg_cancel]
  · rw [h.det_eq, Complex.ofReal_im]
  · rw [h.det_eq, Complex.ofReal_re]
    positivity
```

Q: Does the form say anything about the eigenvalues of W?

A: It bounds the trace. With (a, b) the first row of W,

4 det W - (tr W)² = 4(Im a)² + 4|b|² ≥ 0.

The two squares on the right are the ones handed to `nlinarith`. By the quadratic formula, the eigenvalues of W are then a complex conjugate pair, or one real number counted twice.

```lean
/-- The squared trace of a Kramers Wilson loop is at most four times its determinant. -/
theorem wilsonLoop_trace_sq_le {T : E → E} (hT : IsKramersReversal T) (l : List E) :
    (wilsonLoop T l).trace.re ^ 2 ≤ 4 * (wilsonLoop T l).det.re := by
  have h := wilsonLoop_isQuaternionic hT l
  rw [h.det_eq, Complex.ofReal_re, Matrix.trace_fin_two, h.1, Complex.add_re,
    Complex.conj_re, Complex.sq_norm (wilsonLoop T l 0 0), Complex.normSq_apply]
  nlinarith [sq_nonneg (wilsonLoop T l 0 0).im, sq_nonneg ‖wilsonLoop T l 0 1‖]
```

Q: My states are normalised, but yours needn't be. What does the determinant measure?

A: It is the product of the link weights, because determinants multiply. The proof repeats the induction over two lists, with `Matrix.det_mul` at each step.

```lean
/-- The determinant of a Kramers Wilson loop is the product of its link weights. -/
theorem wilsonLoop_det_eq_prod {T : E → E} (hT : IsKramersReversal T) (l : List E) :
    (wilsonLoop T l).det =
      (((List.zipWith (linkWeight T) l (l.rotate 1)).prod : ℝ) : ℂ) := by
  have link : ∀ x y, (overlap T x y).det = ((linkWeight T x y : ℝ) : ℂ) :=
    fun x y => (overlap_isQuaternionic hT x y).det_eq
  have gen : ∀ l l' : List E, (List.zipWith (overlap T) l l').prod.det =
      (((List.zipWith (linkWeight T) l l').prod : ℝ) : ℂ) := by
    intro l
    induction l with
    | nil => intro l'; simp
    | cons x l ih =>
      intro l'
      cases l' with
      | nil => simp
      | cons y l' =>
        rw [List.zipWith_cons_cons, List.zipWith_cons_cons, List.prod_cons,
          List.prod_cons, Matrix.det_mul, link, ih, Complex.ofReal_mul]
  exact gen l (l.rotate 1)
```

For unit vectors, y and Ty are orthonormal, so the weight of a link is the squared length of the projection of x onto their span. It lies between 0 and 1. If the vectors are nonzero but not normalised, divide W by the product of all ‖x_i‖², and the determinant by the product of all ‖x_i‖⁴. A link of weight zero is the zero matrix, and it makes the whole loop vanish.

Q: Is there an actual time reversal that meets your two conditions?

A: The one for spin 1/2. It sends (u, v) to (-v̄, ū), which is -iσ_y followed by complex conjugation of the components, where σ_y is the Pauli matrix.

```lean
/-- Time reversal of a two-component spinor: `(u, v)` goes to `(-conj v, conj u)`. -/
def spinReversal (v : EuclideanSpace ℂ (Fin 2)) : EuclideanSpace ℂ (Fin 2) :=
  !₂[-conj (v 1), conj (v 0)]
```

The check computes both properties in components.

```lean
/-- Time reversal of two-component spinors is of Kramers type. -/
theorem spinReversal_witness : IsKramersReversal spinReversal where
  inner_map x y := by
    simp [spinReversal, PiLp.inner_apply, Fin.sum_univ_two]
    ring
  sq x := by
    ext i
    fin_cases i <;> simp [spinReversal]

end

end KramersWilsonLoop
```

```lean
#print axioms KramersWilsonLoop.IsKramersReversal.antilinear
#print axioms KramersWilsonLoop.wilsonLoop_trace_real_det_nonneg
#print axioms KramersWilsonLoop.wilsonLoop_trace_sq_le
#print axioms KramersWilsonLoop.wilsonLoop_det_eq_prod
```

```
'KramersWilsonLoop.IsKramersReversal.antilinear' depends on axioms: [propext, Classical.choice, Quot.sound]
'KramersWilsonLoop.wilsonLoop_trace_real_det_nonneg' depends on axioms: [propext, Classical.choice, Quot.sound]
'KramersWilsonLoop.wilsonLoop_trace_sq_le' depends on axioms: [propext, Classical.choice, Quot.sound]
'KramersWilsonLoop.wilsonLoop_det_eq_prod' depends on axioms: [propext, Classical.choice, Quot.sound]
```

Q: So may I use this for my energy bands?

A: With care. One and the same T must act at every point of the loop. For Bloch states, time reversal alone takes momentum k to -k, so the pair at fixed k comes from time reversal combined with inversion, in a crystal that is symmetric under this combined operation. The vectors in the list should be the cell-periodic parts of the Bloch states, since full Bloch states at different k in the zone are orthogonal. The loop in `wilsonLoop` also closes on its own first vector. Across the whole Brillouin zone the cell-periodic parts return only up to a position-dependent phase factor, and `wilsonLoop` has no place for that factor.

Q: And what about larger groups of bands, or the continuum limit?

A: The theorems treat one pair per point and finitely many points. They contain no Hamiltonian, so it is up to you to make sure that your pair is isolated from other levels.

Q: Then what do I conclude from my imaginary part?

A: In a discretised Berry-phase calculation that follows a single Kramers pair around a finite closed loop, an imaginary part of the trace beyond rounding error is a mistake and not a geometric phase. Check that T maps the span of the two states at each point to itself, and that the last link returns to the very vectors with which the loop began. The second state needn't be T applied to the first: any orthonormal basis of the span, used in both links that meet there, gives the same trace, because the changes of basis cancel around the closed loop. A real trace doesn't prove that the loop is closed, since the product of overlap matrices between pairs (x,Tx) along an open path has the quaternionic form too.
